# Two electrons in a degenerate orbital pair can have a lower closed-shell energy in a complex orbital than in any real one

Q: Take two degenerate, orthonormal real orbitals $a$ and $b$, and put two electrons of opposite spin into one equal mixture of them. Why should it matter whether that mixture is $(a+b)/\sqrt2$ or $(a+ib)/\sqrt2$?

A: Because the densities differ. For one electron they are

$$\left|\tfrac{a+b}{\sqrt2}\right|^2=\tfrac12(a^2+b^2)+ab,\qquad \left|\tfrac{a+ib}{\sqrt2}\right|^2=\tfrac12(a^2+b^2).$$

The factor $i$ removes the overlap density $ab$. Write $(pq|rs)$ for the Coulomb repulsion between the densities $pq$ and $rs$, and set $J=(aa|aa)=(bb|bb)$, $L=(aa|bb)$ and $K=(ab|ab)$. Assume that the orbitals have enough symmetry for the two self-repulsions to be equal, as written, and for every integral in which $a$ occurs an odd number of times to be zero. The complex mixture then has repulsion $\tfrac14(2J+2L)=(J+L)/2$, and the real one has $(J+L)/2+K$. Both electrons in $a$ alone give $J$. If $L<J\le L+2K$, the real mixture is no better than $a$, while the complex mixture is strictly better.

Q: Give me numbers.

A: In any energy unit, let $J=10$, $L=8$ and $K=1.5$, so that $L+2K=11$. The orbital $a$ gives $10$, the equal real mixture $9+1.5=10.5$, and the equal complex mixture $9$. A partial mixture shows the same thing. With weights $\cos^2 15^\circ$ and $\sin^2 15^\circ$, the sum of the squared weights is $7/8$ and their product is $1/16$. The real mixture has energy $8.75+(16+6)/16=10.125$, and the one with a factor $i$ has $8.75+16/16=9.75$. Starting from $a$, real mixing goes uphill and imaginary mixing goes downhill.

Q: Those are selected orbitals. What about a general one?

A: Up to an overall phase, which doesn't affect the density, every normalised orbital in this space is $\cos\theta\,a+e^{i\varphi}\sin\theta\,b$. Call its coefficients $x=\cos\theta$ and $y=e^{i\varphi}\sin\theta$. The density is $|x|^2a^2+|y|^2b^2+(x^*y+y^*x)\,ab$, and its repulsion with itself is

$$J(|x|^4+|y|^4)+2L|x|^2|y|^2+K(x^*y+y^*x)^2.$$

The terms that pair $ab$ with $a^2$ or $b^2$ vanish. Since $x^*y+y^*x=2\cos\theta\sin\theta\cos\varphi$, we get

$$E(\theta,\varphi)=J(\cos^4\theta+\sin^4\theta)+\cos^2\theta\sin^2\theta\,(2L+4K\cos^2\varphi).$$

Now use $\cos^2\theta\sin^2\theta=\tfrac14\sin^2 2\theta$ and $\cos^4\theta+\sin^4\theta=1-\tfrac12\sin^2 2\theta$:

$$E=J-\tfrac{J-L}{2}\sin^2 2\theta+K\sin^2 2\theta\cos^2\varphi
=\tfrac{J+L}{2}+\tfrac{J-L}{2}\cos^2 2\theta+K\sin^2 2\theta\cos^2\varphi.$$

For real orbitals $\cos^2\varphi=1$, and the first form becomes $E=J+\tfrac12(L+2K-J)\sin^2 2\theta$. Its minimum is $J$ when $J\le L+2K$. For arbitrary phases, the second form is $(J+L)/2$ plus two non-negative terms when $J>L$ and $K\ge0$. Both terms vanish at $\theta=\pi/4$, $\varphi=\pi/2$, so the overall minimum is $(J+L)/2$.

Q: I accept the algebra. My doubt is about the formal version: a theorem about a trigonometric function needn't be about electrons. Where do the electrons come in?

A: Through the integral table and a Coulomb sum, both of which are defined independently of the trigonometric formula.

In Lean 4 with Mathlib:

```lean
import Mathlib

open ComplexConjugate

namespace ComplexOrbitalInstability

noncomputable section

/-- Two-electron integrals `(pq|rs)` of two real orbitals `a = 0` and `b = 1`:
`(aa|aa) = (bb|bb) = J`, `(aa|bb) = L`, `(ab|ab) = K`, and zero when `a` occurs an odd
number of times. -/
def eri (J K L : ℝ) (p q r s : Fin 2) : ℝ :=
  if p = q ∧ r = s then (if p = r then J else L)
  else if p ≠ q ∧ r ≠ s then K else 0
```

The type `Fin 2` labels the orbitals, with `0` for $a$ and `1` for $b$. In `eri J K L p q r s` the first two indices belong to electron 1 and the last two to electron 2, the convention used above. Because the orbitals are real, $(ab|ab)$, $(ab|ba)$ and their permutations all equal $K$.

Q: So the table is assumed. Would real orbitals obey it?

A: With enough symmetry they would. A reflection that reverses $a$ and preserves $b$ removes the integrals with an odd number of $a$'s, and a symmetry that exchanges the two orbitals makes the two self-repulsions equal. The file takes this pattern as given and lets `J`, `K` and `L` be any real numbers, without deriving them from orbitals in space.

Q: And the repulsion of the pair?

A: It is the full fourfold sum over complex coefficients.

```lean
/-- Coulomb repulsion of two electrons of opposite spin in the same orbital, which has
complex coefficients `c` in the basis `a`, `b`. -/
def selfRepulsion (J K L : ℝ) (c : Fin 2 → ℂ) : ℂ :=
  ∑ p, ∑ q, ∑ r, ∑ s, conj (c p) * c q * conj (c r) * c s * (eri J K L p q r s : ℂ)
```

The complex conjugates stand on the first index of each electron, as they do in $\psi^*\psi$ for each density. The value has type `ℂ`, so its reality is something to be proved. There is a single Coulomb term and no exchange term, because the two electrons have opposite spins.

Q: What happened to the kinetic energy and the nuclei?

A: They contribute a constant. If $a$ and $b$ are degenerate eigenfunctions of the one-electron Hamiltonian, every normalised mixture has the same one-electron energy. The file omits that constant, so its energies are repulsion energies.

```lean
/-- The normalised orbital `cos θ a + exp(iφ) sin θ b`. -/
def orbital (θ φ : ℝ) : Fin 2 → ℂ :=
  ![(Real.cos θ : ℂ), Complex.exp (φ * Complex.I) * (Real.sin θ : ℂ)]

/-- The closed-shell energy as a function of the mixing angle `θ` and the relative
phase `φ`. -/
def energy (J K L θ φ : ℝ) : ℝ :=
  J * (Real.cos θ ^ 4 + Real.sin θ ^ 4)
    + Real.cos θ ^ 2 * Real.sin θ ^ 2 * (2 * L + 4 * K * Real.cos φ ^ 2)
```

`orbital θ φ` is the coefficient vector $(x,y)$, and `energy` is the function $E$ with `φ` for $\varphi$.

Q: Then the link between the sum and `energy` is what I want to see.

A: It takes two theorems. The first is the expansion into populations and overlap density, for any complex $x$ and $y$, normalised or not.

```lean
/-- The repulsion splits into the self-repulsion of the two orbital populations, their
mutual Coulomb repulsion, and the self-repulsion of the overlap density. -/
theorem selfRepulsion_expand (J K L : ℝ) (x y : ℂ) :
    selfRepulsion J K L ![x, y] =
      J * ((conj x * x) ^ 2 + (conj y * y) ^ 2) + 2 * L * (conj x * x) * (conj y * y)
        + K * (conj x * y + conj y * x) ^ 2 := by
  simp [selfRepulsion, eri, Fin.sum_univ_two]
  ring
```

Here `simp` writes out the sixteen terms of the sum and inserts the integral table, and `ring` collects what remains. The second theorem inserts the parametrised orbital.

```lean
/-- The Coulomb repulsion of two electrons in `cos θ a + exp(iφ) sin θ b` is
`energy J K L θ φ`. -/
theorem selfRepulsion_orbital (J K L θ φ : ℝ) :
    selfRepulsion J K L (orbital θ φ) = (energy J K L θ φ : ℂ) := by
  -- the same identity for real amplitudes `a`, `b` and a phase factor `u + i v`
  have key : ∀ a b u v : ℝ, u ^ 2 + v ^ 2 = 1 →
      selfRepulsion J K L ![(a : ℂ), ((u : ℂ) + v * Complex.I) * b] =
        ((J * (a ^ 4 + b ^ 4) + a ^ 2 * b ^ 2 * (2 * L + 4 * K * u ^ 2) : ℝ) : ℂ) := by
    intro a b u v h
    have hc : (u : ℂ) ^ 2 + (v : ℂ) ^ 2 = 1 := by exact_mod_cast h
    have hy : conj (((u : ℂ) + v * Complex.I) * b) = ((u : ℂ) - v * Complex.I) * b := by
      simp only [map_mul, map_add, Complex.conj_ofReal, Complex.conj_I]
      ring
    have h2 : ((u : ℂ) - v * Complex.I) * b * (((u : ℂ) + v * Complex.I) * b)
        = (b : ℂ) ^ 2 := by
      linear_combination (b : ℂ) ^ 2 * hc - (b : ℂ) ^ 2 * (v : ℂ) ^ 2 * Complex.I_sq
    have h3 : (a : ℂ) * (((u : ℂ) + v * Complex.I) * b)
        + ((u : ℂ) - v * Complex.I) * b * a = 2 * a * b * u := by ring
    rw [selfRepulsion_expand, Complex.conj_ofReal, hy, h2, h3]
    push_cast
    ring
  have hw : Complex.exp (φ * Complex.I)
      = (Real.cos φ : ℂ) + (Real.sin φ : ℂ) * Complex.I := by
    rw [Complex.exp_mul_I, Complex.ofReal_cos, Complex.ofReal_sin]
  unfold orbital energy
  rw [hw]
  exact key _ _ _ _ (Real.cos_sq_add_sin_sq φ)
```

The auxiliary statement `key` replaces $e^{i\varphi}$ by $u+iv$ with $u^2+v^2=1$, and the cosine and sine of $\theta$ by real amplitudes, also called `a` and `b` there. Step `h2` is $|y|^2=b^2$ and uses $u^2+v^2=1$. Step `h3` is the overlap coefficient $x^*y+y^*x=2abu$. Euler's formula then gives $u=\cos\varphi$ and $v=\sin\varphi$. The right-hand side of the theorem is a real number regarded as a complex one, so the repulsion is real, as it should be.

Q: Good. From here on it is calculus?

A: Not even that; no derivative is taken. The double-angle form is enough.

```lean
/-- In the double angle, the energy is `(J + L)/2` plus a term in `cos² 2θ` and a term
in `sin² 2θ cos² φ`. -/
theorem energy_double_angle (J K L θ φ : ℝ) :
    energy J K L θ φ = (J + L) / 2 + (J - L) / 2 * Real.cos (2 * θ) ^ 2
      + K * Real.sin (2 * θ) ^ 2 * Real.cos φ ^ 2 := by
  have h : Real.sin θ ^ 2 = 1 - Real.cos θ ^ 2 := Real.sin_sq θ
  have h4 : Real.sin θ ^ 4 = (1 - Real.cos θ ^ 2) ^ 2 := by
    rw [← h]
    ring
  unfold energy
  rw [Real.sin_two_mul, Real.cos_two_mul, mul_pow, mul_pow, h4, h]
  ring
```

The proof writes everything in terms of $\cos\theta$ and $\cos\varphi$, and `ring` confirms that the two sides agree.

Q: How does the file say "minimum over real orbitals"?

A: It forms the set of all values `energy J K L θ φ` with `Real.sin φ = 0`, which makes the relative phase factor $\pm1$. `IsLeast` then says that $J$ belongs to this set and that no element is smaller.

```lean
/-- The minimum of the energy over real orbitals is `J` exactly when `J ≤ L + 2K`. -/
theorem real_minimum_iff (J K L : ℝ) :
    IsLeast {e | ∃ θ φ : ℝ, Real.sin φ = 0 ∧ energy J K L θ φ = e} J ↔ J ≤ L + 2 * K := by
  constructor
  · intro h
    -- compare with the equal real mixture of the two orbitals
    have h1 := h.2 ⟨Real.pi / 4, 0, Real.sin_zero, rfl⟩
    have h2 : 2 * (Real.pi / 4) = Real.pi / 2 := by ring
    rw [energy_double_angle, h2, Real.cos_pi_div_two, Real.sin_pi_div_two,
      Real.cos_zero] at h1
    linarith
  · intro h
    refine ⟨⟨0, 0, Real.sin_zero, by simp [energy]⟩, ?_⟩
    rintro e ⟨θ, φ, hφ, rfl⟩
    have hc : Real.cos φ ^ 2 = 1 := by
      rw [Real.cos_sq', hφ]
      ring
    rw [energy_double_angle, hc, Real.cos_sq']
    have h3 : 0 ≤ Real.sin (2 * θ) ^ 2 * (L + 2 * K - J) :=
      mul_nonneg (sq_nonneg _) (by linarith)
    linarith
```

This is an equivalence, so the condition $J\le L+2K$ is sharp. For the forward direction, the proof tests the equal real mixture, $\theta=\pi/4$ and $\varphi=0$: if $J$ is the minimum, then $J\le(J+L)/2+K$, which rearranges to the condition. For the reverse direction, $\theta=0$ attains $J$, and `h3` says that $\sin^2 2\theta\,(L+2K-J)$ is non-negative. Half of this quantity is what the derivation adds to $J$.

Q: What does the condition mean physically?

A: That real mixing of $b$ into $a$ does not lower the energy. At equality real mixing costs nothing, as for a $p_x$, $p_y$ pair, where it merely rotates the orbital in space. The other condition, $L<J$, says that two electrons repel each other less when their densities are $a^2$ and $b^2$ than when both have density $a^2$.

Q: A lower minimum somewhere far away doesn't make the real solution unstable. Is there a downhill path that starts at $a$?

A: Yes, and it starts immediately.

```lean
/-- If `L < J`, every genuine mixing of the two orbitals with relative phase `π/2` has
energy below `J`, however small the mixing angle. -/
theorem complex_instability {J L : ℝ} (K : ℝ) (hLJ : L < J) {θ : ℝ}
    (hθ : Real.sin (2 * θ) ≠ 0) : energy J K L θ (Real.pi / 2) < J := by
  rw [energy_double_angle, Real.cos_pi_div_two, Real.cos_sq']
  have h : 0 < (J - L) * Real.sin (2 * θ) ^ 2 :=
    mul_pos (by linarith) (by positivity)
  linarith
```

At $\varphi=\pi/2$ the energy is $J-\tfrac12(J-L)\sin^2 2\theta$. The hypothesis `hθ` excludes only the angles at which the orbital is purely $a$ or purely $b$. Any other angle gives an energy below $J$, so there are lower orbitals arbitrarily close to $a$. Neither the sign of $K$ nor the condition $J\le L+2K$ plays a part. The proof uses $\cos(\pi/2)=0$ and the positivity of $(J-L)\sin^2 2\theta$.

Q: Now the two minima together.

A: Here they are.

```lean
/-- For `L < J ≤ L + 2K` the minimum over real orbitals is `J`, while the minimum over
all complex orbitals is `(J + L)/2`, which is strictly lower. -/
theorem real_and_complex_minima {J K L : ℝ} (hLJ : L < J) (hJ : J ≤ L + 2 * K) :
    IsLeast {e | ∃ θ φ : ℝ, Real.sin φ = 0 ∧ energy J K L θ φ = e} J ∧
      IsLeast {e | ∃ θ φ : ℝ, energy J K L θ φ = e} ((J + L) / 2) ∧
      (J + L) / 2 < J := by
  refine ⟨(real_minimum_iff J K L).2 hJ, ⟨⟨Real.pi / 4, Real.pi / 2, ?_⟩, ?_⟩, by linarith⟩
  · -- the equal mixture with phase `π/2` attains the bound
    have h2 : 2 * (Real.pi / 4) = Real.pi / 2 := by ring
    rw [energy_double_angle, h2, Real.cos_pi_div_two]
    ring
  · rintro e ⟨θ, φ, rfl⟩
    have hK : 0 ≤ K := by linarith
    have hD : 0 ≤ (J - L) / 2 := by linarith
    have h1 : 0 ≤ (J - L) / 2 * Real.cos (2 * θ) ^ 2 := by positivity
    have h2 : 0 ≤ K * Real.sin (2 * θ) ^ 2 * Real.cos φ ^ 2 := by positivity
    rw [energy_double_angle]
    linarith
```

The first part is the real minimum from `real_minimum_iff`. The second is the minimum over all pairs of angles: $\theta=\pi/4$, $\varphi=\pi/2$ attains $(J+L)/2$, and `h1` and `h2` are the two non-negative terms that make it a lower bound. The sign $K\ge0$ is not a separate assumption, since it follows from $L<J\le L+2K$. The third part, $(J+L)/2<J$, is just $L<J$.

Q: Could some quite different orbital reach the same minimum?

A: Only those with equal weights and a relative phase factor $\pm i$.

```lean
/-- For `L < J` and `K > 0` the energy equals `(J + L)/2` exactly for equal weights of
the two orbitals (`cos 2θ = 0`) and a purely imaginary relative phase factor
(`cos φ = 0`). -/
theorem minimiser_iff {J K L : ℝ} (hLJ : L < J) (hK : 0 < K) (θ φ : ℝ) :
    energy J K L θ φ = (J + L) / 2 ↔ Real.cos (2 * θ) = 0 ∧ Real.cos φ = 0 := by
  rw [energy_double_angle]
  constructor
  · intro h
    have hD : 0 < (J - L) / 2 := by linarith
    have h1 : 0 ≤ (J - L) / 2 * Real.cos (2 * θ) ^ 2 := by positivity
    have h2 : 0 ≤ K * Real.sin (2 * θ) ^ 2 * Real.cos φ ^ 2 := by positivity
    -- both non-negative terms vanish
    have h3 : (J - L) / 2 * Real.cos (2 * θ) ^ 2 = 0 := by linarith
    have h4 : K * Real.sin (2 * θ) ^ 2 * Real.cos φ ^ 2 = 0 := by linarith
    have hc : Real.cos (2 * θ) = 0 :=
      pow_eq_zero_iff two_ne_zero |>.1 ((mul_eq_zero.1 h3).resolve_left hD.ne')
    have hs : Real.sin (2 * θ) ^ 2 = 1 := by
      rw [Real.sin_sq, hc]
      ring
    rw [hs, mul_one] at h4
    exact ⟨hc, pow_eq_zero_iff two_ne_zero |>.1 ((mul_eq_zero.1 h4).resolve_left hK.ne')⟩
  · rintro ⟨h1, h2⟩
    rw [h1, h2]
    ring

end

end ComplexOrbitalInstability
```

```lean
#print axioms ComplexOrbitalInstability.selfRepulsion_orbital
#print axioms ComplexOrbitalInstability.complex_instability
#print axioms ComplexOrbitalInstability.real_and_complex_minima
#print axioms ComplexOrbitalInstability.minimiser_iff
```

```
'ComplexOrbitalInstability.selfRepulsion_orbital' depends on axioms: [propext, Classical.choice, Quot.sound]
'ComplexOrbitalInstability.complex_instability' depends on axioms: [propext, Classical.choice, Quot.sound]
'ComplexOrbitalInstability.real_and_complex_minima' depends on axioms: [propext, Classical.choice, Quot.sound]
'ComplexOrbitalInstability.minimiser_iff' depends on axioms: [propext, Classical.choice, Quot.sound]
```

If the energy equals $(J+L)/2$, the two non-negative terms add up to zero, so each is zero (`h3` and `h4`). The first gives $\cos 2\theta=0$. Then $\sin^2 2\theta=1$, and the second gives $\cos\varphi=0$. The hypothesis $K>0$ holds automatically in the range $L<J\le L+2K$. Up to an overall phase, the minimisers are $(a+ib)/\sqrt2$ and $(a-ib)/\sqrt2$, which are complex conjugates of each other and have the same density.

Q: What if $J>L+2K$, so that the real solution $a$ is already unstable towards real mixing?

A: The same formula settles it for $K\ge0$, though I am now going beyond what the file states. The real energy $J+\tfrac12(L+2K-J)\sin^2 2\theta$ is then lowest at $\sin^2 2\theta=1$, where it equals $(J+L)/2+K$. The overall minimum is still $(J+L)/2$, so complex orbitals now gain exactly $K$, the self-repulsion of the overlap density.

Q: And what may I conclude for an actual self-consistent-field calculation?

A: That a stability test restricted to real orbitals can miss a descent direction, as it does in this model of one closed-shell pair in two degenerate orbitals. The model keeps both electrons in the same spatial orbital. It therefore doesn't compare the complex solution with determinants that use different orbitals for different spins, or with correlated wavefunctions, and it doesn't say which of these would be lowest in a given molecule.
